# The Hückel Hamiltonian of a six-site ring acts at each site through the on-site energy and the two neighbouring amplitudes

The lemma `huckelRing_apply` gives the action of the Hückel Hamiltonian on a ring of six sites: at site `x`, the new amplitude is `α` times the old amplitude there plus `β` times the sum of the amplitudes at the two neighbouring sites. The model is non-interacting and describes a single particle; `f` is any complex function on `ZMod 6`, not necessarily normalised, and `α` and `β` are arbitrary complex numbers. Site labels are added modulo 6, which closes the ring. The attempt unfolds the Hamiltonian and the translation operators with a single `simp` call and expects the two sides to agree.

Lean 4 with Mathlib refuses this proof:

```lean
import Mathlib

open Module

namespace BlochStarDegeneracy

noncomputable section

variable {A : Type*} [AddCommGroup A]

/-- The translation operator, which sends a wave function `f` to `x ↦ f (x + a)`. -/
def translate (a : A) : End ℂ (A → ℂ) := LinearMap.funLeft ℂ ℂ (fun x => x + a)

theorem translate_apply (a : A) (f : A → ℂ) (x : A) : translate a f x = f (x + a) := rfl

/-- The Hückel Hamiltonian of a six-site ring with on-site energy `α` and nearest-neighbour
hopping `β`. -/
def huckelRing (α β : ℂ) : End ℂ (ZMod 6 → ℂ) :=
  α • LinearMap.id + β • (translate 1 + translate (-1))

theorem huckelRing_apply (α β : ℂ) (f : ZMod 6 → ℂ) (x : ZMod 6) :
    huckelRing α β f x = α * f x + β * (f (x + 1) + f (x + -1)) := by
  simp [huckelRing, translate_apply]

end

end BlochStarDegeneracy
```

Messages:

```
Main.lean:22:67: error: unsolved goals
α β : ℂ
f : ZMod 6 → ℂ
x : ZMod 6
⊢ β * f (x + 1) + β * f (x + -1) = β * (f (x + 1) + f (x + -1))
```

What went wrong. The message "unsolved goals" means that `simp` made progress but did not finish the proof. The operators have been evaluated and the common term `α * f x` is gone from both sides. What remains is an instance of the distributive law: on the left `β` multiplies each neighbouring amplitude separately, on the right it multiplies their sum.

The two forms differ because the left side began as a scalar multiple of a sum of operators, and `simp` distributes scalar multiplication `•` over a sum. The right side was written with ordinary multiplication `*` from the start, and `simp` does not expand such a product by default. So the two sides never reached the same form.

The added line `ring` proves the remaining equation. It treats `f (x + 1)` and `f (x + -1)` as unknown complex numbers and checks the identity by the laws of commutative rings, which include distributivity.

The change, after which it compiles:

```diff
@@ -22,4 +22,5 @@
     huckelRing α β f x = α * f x + β * (f (x + 1) + f (x + -1)) := by
   simp [huckelRing, translate_apply]
+  ring
 
 end
```
